# A Hamiltonian has at most one ground-state projector at a chemical potential inside a gap

Two linear-scaling calculations, one using purification and the other a matrix-sign iteration, each return a density matrix for the same non-interacting electrons at zero temperature. Suppose that both results are orthogonal projectors that commute with the Hamiltonian \(H\), and that for each of them every state in the occupied space has a mean energy below the chemical potential \(\mu\) and every state in the empty space has one above it. Then they are the same matrix.

In Lean 4 with Mathlib:

```lean
import Mathlib

open Matrix

namespace GroundProjectorUniqueness

noncomputable section

variable {n 𝕜 : Type*} [Fintype n] [DecidableEq n] [RCLike 𝕜]

/-- The real part of the (unnormalised) expectation value of `A` in the state `x`. -/
def expect (A : Matrix n n 𝕜) (x : n → 𝕜) : ℝ := RCLike.re (star x ⬝ᵥ A *ᵥ x)

/-- Every nonzero state gives `A` an expectation value with positive real part. -/
def IsPositive (A : Matrix n n 𝕜) : Prop := ∀ x : n → 𝕜, x ≠ 0 → 0 < expect A x

/-- `S` is a sign of `K`: it squares to one, commutes with `K`, and makes `S K` positive. -/
structure IsSign (K S : Matrix n n 𝕜) : Prop where
  sq : S * S = 1
  comm : S * K = K * S
  pos : IsPositive (S * K)

/-- The Hamiltonian with energies measured from the chemical potential `μ`. -/
def grand (H : Matrix n n 𝕜) (μ : ℝ) : Matrix n n 𝕜 := H - (μ : 𝕜) • (1 : Matrix n n 𝕜)

/-- `P` is an orthogonal projector commuting with `H`; states in its range have mean energy
below `μ`, and states in its kernel have mean energy above `μ`. -/
structure IsGroundProjector (H : Matrix n n 𝕜) (μ : ℝ) (P : Matrix n n 𝕜) : Prop where
  herm : Pᴴ = P
  idem : P * P = P
  comm : P * H = H * P
  occupied : ∀ x : n → 𝕜, x ≠ 0 → P *ᵥ x = x → expect (grand H μ) x < 0
  empty : ∀ x : n → 𝕜, x ≠ 0 → P *ᵥ x = 0 → 0 < expect (grand H μ) x

omit [DecidableEq n] in
private lemma expect_zero (A : Matrix n n 𝕜) : expect A 0 = 0 := by
  simp [expect]

omit [DecidableEq n] in
private lemma expect_nonneg {A : Matrix n n 𝕜} (hA : IsPositive A) (x : n → 𝕜) :
    0 ≤ expect A x := by
  by_cases hx : x = 0
  · rw [hx, expect_zero]
  · exact (hA x hx).le

omit [DecidableEq n] in
private lemma expect_conj (U A : Matrix n n 𝕜) (x : n → 𝕜) :
    expect (Uᴴ * A * U) x = expect A (U *ᵥ x) := by
  unfold expect
  rw [Matrix.star_mulVec, ← Matrix.dotProduct_mulVec]
  simp only [Matrix.mulVec_mulVec, Matrix.mul_assoc]

omit [DecidableEq n] in
private lemma re_trace (A D : Matrix n n 𝕜) :
    RCLike.re (trace (Dᴴ * (A * D))) = ∑ j, expect A (fun i => D i j) := by
  unfold expect
  rw [← map_sum]
  rfl

omit [Fintype n] [DecidableEq n] in
private lemma halve {A B : Matrix n n 𝕜} (h : 2 • A = 2 • B) : A = B := by
  ext i j
  have h' := congrFun (congrFun h i) j
  simpa using h'

omit [DecidableEq n] in
/-- Two positive matrices with the same square are equal. -/
theorem positive_root_unique {P Q : Matrix n n 𝕜} (hP : IsPositive P) (hQ : IsPositive Q)
    (h : P * P = Q * Q) : P = Q := by
  -- the difference D solves the homogeneous Sylvester equation P D + D Q = 0
  have hD : P * (P - Q) + (P - Q) * Q = 0 := by
    rw [Matrix.mul_sub, Matrix.sub_mul, h]
    abel
  generalize hDef : P - Q = D at hD
  have ht : trace (Dᴴ * (P * D)) + trace (Dᴴᴴ * (Q * Dᴴ)) = 0 := by
    rw [Matrix.conjTranspose_conjTranspose, ← Matrix.mul_assoc D Q Dᴴ,
      Matrix.trace_mul_comm (D * Q) Dᴴ, ← Matrix.trace_add, ← Matrix.mul_add, hD,
      Matrix.mul_zero, Matrix.trace_zero]
  have hr := congrArg (RCLike.re : 𝕜 → ℝ) ht
  rw [map_add, re_trace, re_trace, map_zero] at hr
  -- both traces are sums of non-negative expectation values
  have h1 : 0 ≤ ∑ j, expect P (fun i => D i j) :=
    Finset.sum_nonneg fun j _ => expect_nonneg hP _
  have h2 : 0 ≤ ∑ j, expect Q (fun i => Dᴴ i j) :=
    Finset.sum_nonneg fun j _ => expect_nonneg hQ _
  have h0 : ∑ j, expect P (fun i => D i j) = 0 := by linarith
  have hz : D = 0 := by
    ext i j
    have hj := (Finset.sum_eq_zero_iff_of_nonneg
      (fun j _ => expect_nonneg hP (fun i => D i j))).1 h0 j (Finset.mem_univ j)
    by_contra hne
    exact (hP (fun i => D i j) (fun hc => hne (congrFun hc i))).ne' hj
  exact sub_eq_zero.1 (hDef.trans hz)

private lemma sign_mul_sq {K S : Matrix n n 𝕜} (h : IsSign K S) :
    S * K * (S * K) = K * K := by
  calc S * K * (S * K) = S * (K * S) * K := by simp only [Matrix.mul_assoc]
    _ = S * (S * K) * K := by rw [h.comm]
    _ = (S * S) * (K * K) := by simp only [Matrix.mul_assoc]
    _ = K * K := by rw [h.sq, Matrix.one_mul]

/-- A matrix `K` has at most one sign. -/
theorem sign_unique {K S T : Matrix n n 𝕜} (hS : IsSign K S) (hT : IsSign K T) : S = T := by
  have h : S * K = T * K :=
    positive_root_unique hS.pos hT.pos ((sign_mul_sq hS).trans (sign_mul_sq hT).symm)
  -- S K annihilates S - T, and a positive matrix annihilates only zero
  have hE : S * K * (S - T) = 0 := by
    rw [Matrix.mul_assoc, Matrix.mul_sub, ← hS.comm, ← hT.comm, h, sub_self, Matrix.mul_zero]
  apply sub_eq_zero.1
  ext i j
  by_contra hne
  have hp := hS.pos (fun i => (S - T) i j) (fun hc => hne (congrFun hc i))
  have hv : (S * K) *ᵥ (fun i => (S - T) i j) = 0 := by
    funext k
    exact congrFun (congrFun hE k) j
  rw [expect, hv, dotProduct_zero, map_zero] at hp
  exact lt_irrefl _ hp

/-- The sign of a Hermitian matrix is Hermitian. -/
theorem sign_hermitian {K S : Matrix n n 𝕜} (hK : Kᴴ = K) (hS : IsSign K S) : Sᴴ = S := by
  have hc : K * Sᴴ = Sᴴ * K := by
    have h := congrArg Matrix.conjTranspose hS.comm
    rwa [Matrix.conjTranspose_mul, Matrix.conjTranspose_mul, hK] at h
  -- the adjoint of S is again a sign of K
  refine sign_unique (K := K) ⟨?_, hc.symm, fun x hx => ?_⟩ hS
  · rw [← Matrix.conjTranspose_mul, hS.sq, Matrix.conjTranspose_one]
  · have he : Sᴴ * K = (S * K)ᴴ := by rw [Matrix.conjTranspose_mul, hK, hc]
    have hp := hS.pos x hx
    unfold expect at hp ⊢
    rw [he, Matrix.dotProduct_mulVec, ← Matrix.star_mulVec, Matrix.star_dotProduct,
      RCLike.star_def, RCLike.conj_re]
    exact hp


/-- If `P` is a ground-state projector at `μ`, then `1 - 2P` is a sign of `H - μ`. -/
theorem projector_sign {H P : Matrix n n 𝕜} {μ : ℝ} (h : IsGroundProjector H μ P) :
    IsSign (grand H μ) (1 - 2 • P) := by
  have hc : P * grand H μ = grand H μ * P := by
    simp [grand, Matrix.mul_sub, Matrix.sub_mul, h.comm]
  refine ⟨?_, ?_, fun x hx => ?_⟩
  · have e : (1 - 2 • P) * (1 - 2 • P) = 1 - 4 • P + 4 • (P * P) := by noncomm_ring
    rw [e, h.idem, sub_add_cancel]
  · rw [Matrix.sub_mul, Matrix.mul_sub, Matrix.smul_mul, Matrix.mul_smul, hc,
      Matrix.one_mul, Matrix.mul_one]
  · -- split the expectation value into an empty and an occupied part
    have hQ : (1 - P)ᴴ = 1 - P := by
      rw [Matrix.conjTranspose_sub, Matrix.conjTranspose_one, h.herm]
    have e : (1 - 2 • P) * grand H μ =
        (1 - P)ᴴ * grand H μ * (1 - P) - Pᴴ * grand H μ * P := by
      rw [hQ, h.herm]
      have e1 : (1 - P) * grand H μ * (1 - P) - P * grand H μ * P
          = grand H μ - P * grand H μ - grand H μ * P := by noncomm_ring
      rw [e1, ← hc]
      noncomm_ring
    have es : expect ((1 - 2 • P) * grand H μ) x =
        expect (grand H μ) ((1 - P) *ᵥ x) - expect (grand H μ) (P *ᵥ x) := by
      rw [e, ← expect_conj, ← expect_conj]
      simp only [expect, Matrix.sub_mulVec, dotProduct_sub, map_sub]
    rw [es]
    have hPQ : P *ᵥ ((1 - P) *ᵥ x) = 0 := by
      rw [Matrix.mulVec_mulVec, Matrix.mul_sub, Matrix.mul_one, h.idem, sub_self,
        Matrix.zero_mulVec]
    by_cases hp : P *ᵥ x = 0
    · have hq : (1 - P) *ᵥ x = x := by
        rw [Matrix.sub_mulVec, Matrix.one_mulVec, hp, sub_zero]
      rw [hq, hp, expect_zero, sub_zero]
      exact h.empty x hx hp
    · have ho := h.occupied _ hp (by rw [Matrix.mulVec_mulVec, h.idem])
      by_cases hq : (1 - P) *ᵥ x = 0
      · rw [hq, expect_zero]
        linarith
      · have hv := h.empty _ hq hPQ
        linarith

/-- At a given chemical potential there is at most one ground-state projector. -/
theorem ground_projector_unique {H P Q : Matrix n n 𝕜} {μ : ℝ}
    (hP : IsGroundProjector H μ P) (hQ : IsGroundProjector H μ Q) : P = Q :=
  halve (sub_right_injective (sign_unique (projector_sign hP) (projector_sign hQ)))


/-- Two sites coupled by hopping `-t`, with `-t < μ < t`: the projector onto the symmetric
combination of the sites is a ground-state projector. -/
theorem ground_projector_witness {t μ : ℝ} (h1 : -t < μ) (h2 : μ < t) :
    IsGroundProjector (!![0, -t; -t, 0] : Matrix (Fin 2) (Fin 2) ℝ) μ
      !![1/2, 1/2; 1/2, 1/2] := by
  have hE : ∀ x : Fin 2 → ℝ, expect (grand !![0, -t; -t, 0] μ) x
      = -2 * t * x 0 * x 1 - μ * (x 0 ^ 2 + x 1 ^ 2) := by
    intro x
    simp [expect, grand, Matrix.mulVec, dotProduct, Fin.sum_univ_two]
    ring
  have hM : ∀ x : Fin 2 → ℝ, ((!![1/2, 1/2; 1/2, 1/2] : Matrix (Fin 2) (Fin 2) ℝ) *ᵥ x) 0
      = 1/2 * x 0 + 1/2 * x 1 := by
    intro x
    simp [Matrix.mulVec, dotProduct, Fin.sum_univ_two]
  have hne : ∀ x : Fin 2 → ℝ, x ≠ 0 → (x 0 = 0 → x 1 = 0) → 0 < x 0 ^ 2 := by
    intro x hx h
    have h0 : x 0 ≠ 0 := fun h0 => hx (funext (Fin.forall_fin_two.2 ⟨h0, h h0⟩))
    positivity
  refine ⟨?_, ?_, ?_, fun x hx h => ?_, fun x hx h => ?_⟩
  · ext i j
    fin_cases i <;> fin_cases j <;> simp
  · ext i j
    fin_cases i <;> fin_cases j <;> norm_num [Matrix.mul_apply, Fin.sum_univ_two]
  · ext i j
    fin_cases i <;> fin_cases j <;> simp [Matrix.mul_apply, Fin.sum_univ_two] <;> ring
  · have h0 := congrFun h 0
    rw [hM] at h0
    have hx1 : x 1 = x 0 := by linarith
    have hp := hne x hx (fun h => hx1.trans h)
    rw [hE, hx1]
    nlinarith [mul_pos (by linarith : 0 < t + μ) hp]
  · have h0 := congrFun h 0
    rw [hM, Pi.zero_apply] at h0
    have hx1 : x 1 = -x 0 := by linarith
    have hp := hne x hx (fun h => by rw [hx1, h, neg_zero])
    rw [hE, hx1]
    nlinarith [mul_pos (by linarith : 0 < t - μ) hp]


end

end GroundProjectorUniqueness
```

```lean
#print axioms GroundProjectorUniqueness.sign_hermitian
-- 'GroundProjectorUniqueness.sign_hermitian' depends on axioms: [propext, Classical.choice, Quot.sound]
#print axioms GroundProjectorUniqueness.ground_projector_unique
-- 'GroundProjectorUniqueness.ground_projector_unique' depends on axioms: [propext, Classical.choice, Quot.sound]
```

The matrices have finite size and entries in `𝕜`, which is \(\mathbb R\) or \(\mathbb C\). They represent operators in an orthonormal basis, so no overlap matrix appears. For a vector \(x\), `expect A x` is \(\operatorname{Re}(x^\dagger A x)\); the normalised mean value is this number divided by \(x^\dagger x\), which has the same sign. `IsPositive A` says that it is positive for every \(x\neq0\).

Write \(K=H-\mu\), which is `grand H μ`. A matrix \(S\) satisfies `IsSign K S` if \(S^2=1\), \(SK=KS\) and \(SK\) is positive. The theorem `sign_unique` says that \(K\) has at most one such \(S\). Neither matrix need be Hermitian.

`IsGroundProjector H μ P` describes the density matrix \(P\) of a filled set of one-particle states: \(P^\dagger=P=P^2\), \(PH=HP\), and \(K\) has negative expectation on nonzero vectors with \(Px=x\) and positive expectation on those with \(Px=0\). The strict inequalities stand for a gap at \(\mu\). By `ground_projector_unique`, at most one \(P\) qualifies. The theorem takes such projectors as given; it addresses neither their existence for a general \(H\) nor the convergence of an iteration.

The argument starts with positive matrices \(A\) and \(B\) with \(A^2=B^2\), called `P` and `Q` in `positive_root_unique`. Their difference \(D=A-B\) satisfies
\[
AD+DB=A^2-AB+AB-B^2=0 .
\]
Multiplying by \(D^\dagger\) from the left, taking the trace and using its cyclic property gives
\[
\operatorname{tr}(D^\dagger AD)+\operatorname{tr}(DBD^\dagger)=0 .
\]
By `re_trace`, the real part of the first trace is the sum over \(j\) of the expectations of \(A\) in the columns of \(D\). The second is the same sum for \(B\) and the columns of \(D^\dagger\). All terms are non-negative, so all vanish. Since \(A\) is positive, each column of \(D\) is zero, and \(A=B\).

Now let \(S\) and \(T\) both be signs of \(K\). The lemma `sign_mul_sq` is the calculation
\[
(SK)^2=S(KS)K=S(SK)K=S^2K^2=K^2 ,
\]
and \((TK)^2=K^2\) in the same way. The first result gives \(SK=TK\). Commutation then yields
\[
SK(S-T)=S(KS-KT)=S(SK-TK)=0 .
\]
Each column of \(S-T\) therefore has zero expectation of \(SK\), so positivity makes it zero and \(S=T\).

When \(K\) is Hermitian, `sign_hermitian` applies this uniqueness to \(S^\dagger\). It squares to one and commutes with \(K\), and \(S^\dagger K=(SK)^\dagger\) has the same real expectations as \(SK\). Hence \(S^\dagger=S\).

For a ground-state projector, `projector_sign` takes \(S=1-2P\). Then \(S^2=1-4P+4P^2=1\), and \(S\) commutes with \(K\) because \(P\) does. Moreover,
\[
SK=(1-P)K(1-P)-PKP ,
\]
so the expectation of \(SK\) in \(x\) is that of \(K\) in \((1-P)x\) minus that of \(K\) in \(Px\). Neither contribution is negative, and for \(x\neq0\) at least one is positive; the case distinctions in the proof cover a vanishing component. Two ground-state projectors \(P\) and \(Q\) thus give \(1-2P=1-2Q\), and `halve` removes the factor of two.

The conditions are met in `ground_projector_witness` by two sites with hopping \(-t\) and \(-t<\mu<t\). The projector onto \((1,1)/\sqrt2\) qualifies: the normalised expectation of \(K\) is \(-t-\mu<0\) in that state and \(t-\mu>0\) in \((1,-1)/\sqrt2\).

The smallest physical case is a single level of real energy \(\varepsilon\). Then \(P=1\) for \(\varepsilon<\mu\) and \(P=0\) for \(\varepsilon>\mu\). At \(\varepsilon=\mu\) neither satisfies the strict inequalities, while weak inequalities would admit both and uniqueness would fail.
